# The number of determinants in a restricted active space

In a 2p X-ray absorption experiment on a transition-metal ion, a core electron is promoted into the 3d shell. A configuration-interaction calculation of the final states must allow a hole in the 2p shell, but determinants with many 2p holes lie far too high in energy to matter. Similarly, a few electrons may be allowed into a higher, nearly empty shell to describe correlation. Such limits define a restricted active space, and the first practical question is how many determinants it contains.

Let $A$, $B$ and $C$ be pairwise disjoint finite sets of spin orbitals, with $a$, $b$ and $c$ elements. The set $A$ is nearly filled, $C$ is nearly empty, and $B$ is occupied freely. An $n$-electron determinant is specified, up to sign, by the set $S\subseteq A\cup B\cup C$ of its $n$ occupied spin orbitals. Its holes in $A$ form the set $A\setminus S$, and its electrons in $C$ form $S\cap C$. If at most $h$ holes and at most $p$ electrons in $C$ are allowed, and if $n\ge a+p$, the number of determinants is

$$
N=\sum_{i=0}^{h}\sum_{j=0}^{p}\binom{a}{i}\binom{c}{j}\binom{b}{\,n-a+i-j\,}.
$$

For orthonormal spin orbitals, $N$ is the dimension of the configuration-interaction space at fixed electron number, before any spin or spatial symmetry is imposed.

## Counting by holes and electrons

Take a determinant $S$ with exactly $i$ holes in $A$ and $j$ electrons in $C$, and let $k=|S\cap B|$ be its number of electrons in $B$. Since $A$ holds $a-i$ electrons,

$$
n=(a-i)+k+j,\qquad\text{hence}\qquad k=n-a+i-j .
$$

The determinants with these values of $i$ and $j$ form a sector. Each one determines three sets: its holes $X=A\setminus S$, its electrons $Y=S\cap C$ and its electrons $Z=S\cap B$. Conversely, any $X\subseteq A$, $Y\subseteq C$ and $Z\subseteq B$ with $i$, $j$ and $k$ elements give back a determinant of the sector,

$$
S=(A\setminus X)\cup Z\cup Y .
$$

Because the three spaces are disjoint, its holes are exactly $X$ and its electrons in $C$ and $B$ are exactly $Y$ and $Z$. Its electron number is $(a-i)+k+j=n$. The two constructions undo each other, so the sector has

$$
\binom{a}{i}\binom{c}{j}\binom{b}{k}
$$

determinants. If $n-a+i-j$ is negative, no determinant has these values of $i$ and $j$, and the sector is empty.

Every allowed determinant lies in exactly one sector with $i\le h$ and $j\le p$. Adding the sector sizes gives the count for any $n$, with zero for each sector that would need a negative $k$. When $n\ge a+p$, we have $n-a+i-j\ge p-j+i\ge0$ throughout the sum, so no such sector occurs and the formula for $N$ follows.

Three choices of the limits give familiar counts.

- For $h=p=0$ and $n\ge a$, only $i=j=0$ remains, and the complete active space has $\binom{b}{n-a}$ determinants.
- For $h=a$ and $p=c$, neither limit excludes anything, and all $\binom{a+b+c}{n}$ determinants are present.
- For $B$ empty, $n=a$ and $h=p=2$, the electron balance reads $k=i-j$, and $k$ must vanish. The terms $i=j=0,1,2$ are the reference, the single excitations and the double excitations, with total $1+ac+\binom a2\binom c2$. Here $n<a+p$, so the count for general $n$ is the one to use.

## From a d⁰ ion to a determinant list

For a d⁰ ion such as Ti⁴⁺, let $A$ be the six 2p spin orbitals, $B$ the ten 3d spin orbitals and $C$ the empty set. The other filled shells are kept frozen, and their electrons are not included in $n$. With $n=6$, $h=1$ and $p=0$, the count is $1+6\cdot10=61$: the closed-shell determinant and the 60 determinants of the configuration 2p⁵3d¹.

The smallest case with one spin orbital in each space has $a=b=c=1$. For $n=2$ and $h=p=1$, the sectors $(i,j)=(0,0)$, $(0,1)$ and $(1,1)$ contribute one determinant each. The sector $(1,0)$ would need two electrons in the single orbital of $B$ and contributes $\binom12=0$. The total is $3=\binom32$.

In a program, the double sum can be evaluated before any determinant is generated, to size the coefficient vector or to check the length of an enumerated list. With $a=4$, $b=8$, $c=4$, $n=8$ and $h=p=2$ it gives 7182, compared with $\binom{16}{8}=12870$ without restrictions. These numbers include all spin projections; a program that works at fixed $M_S$ stores fewer determinants and needs a count that separates the two spins.

## Determinants as finite sets in Lean

The spin orbitals are elements of an arbitrary type `α`, about which only decidable equality is assumed.

```lean
import Mathlib

open Finset

namespace RestrictedActiveSpace

variable {α : Type*} [DecidableEq α]
```

A determinant is a `Finset α`, and a space of determinants is a finite set of such sets. The expression `(A ∪ B ∪ C).powersetCard n` contains all subsets with $n$ elements, and the filter keeps those that obey both limits.

```lean
/-- The `n`-electron determinants, given by their occupied spin orbitals, with at most `h` holes
in `A` and at most `p` electrons in `C`. -/
def rasSpace (A B C : Finset α) (n h p : ℕ) : Finset (Finset α) :=
  ((A ∪ B ∪ C).powersetCard n).filter (fun S => (A \ S).card ≤ h ∧ (S ∩ C).card ≤ p)
```

A sector replaces the two inequalities by equalities.

```lean
/-- The `n`-electron determinants with exactly `i` holes in `A` and exactly `j` electrons
in `C`. -/
def rasSector (A B C : Finset α) (n i j : ℕ) : Finset (Finset α) :=
  ((A ∪ B ∪ C).powersetCard n).filter (fun S => (A \ S).card = i ∧ (S ∩ C).card = j)
```

Neither definition requires the three spaces to be disjoint. Disjointness enters as the hypotheses `hAB`, `hAC` and `hBC` where it is needed. It expresses that each spin orbital is assigned to only one space. Orbital energies, the Hamiltonian and the spin label of an orbital do not appear, so the result concerns the size of the basis and not the quality of the truncation.

## The electron balance

The first theorem is the relation $n=(a-i)+k+j$, written without subtraction as $|S|+|A\setminus S|=a+|S\cap B|+|S\cap C|$.

```lean
variable {A B C : Finset α}

/-- The total number of electrons plus the number of holes in `A` equals the size of `A` plus the
numbers of electrons in `B` and in `C`. -/
theorem electron_count (hAB : Disjoint A B) (hAC : Disjoint A C) (hBC : Disjoint B C)
    {S : Finset α} (hS : S ⊆ A ∪ B ∪ C) :
    S.card + (A \ S).card = A.card + (S ∩ B).card + (S ∩ C).card := by
  -- split the occupied orbitals among the three spaces
  have hsplit : S = (S ∩ A) ∪ (S ∩ B) ∪ (S ∩ C) := by
    ext x
    have hx := @hS x
    simp only [mem_union, mem_inter] at hx ⊢
    tauto
  have h1 : Disjoint (S ∩ A) (S ∩ B) := hAB.mono inter_subset_right inter_subset_right
  have h2 : Disjoint (S ∩ A ∪ S ∩ B) (S ∩ C) :=
    disjoint_union_left.mpr ⟨hAC.mono inter_subset_right inter_subset_right,
      hBC.mono inter_subset_right inter_subset_right⟩
  have hc : S.card = (S ∩ A).card + (S ∩ B).card + (S ∩ C).card := by
    calc S.card = ((S ∩ A) ∪ (S ∩ B) ∪ (S ∩ C)).card := congrArg Finset.card hsplit
      _ = _ := by rw [card_union_of_disjoint h2, card_union_of_disjoint h1]
  have hA := card_sdiff_add_card_inter A S
  rw [inter_comm A S] at hA
  omega
```

The proof splits $S$ into its parts in $A$, $B$ and $C$. Disjointness turns the size of the union into a sum of three sizes. The last ingredient, `hA`, says that the holes and the electrons in $A$ together make up $A$, and `omega` combines the two linear relations.

## A sector as three independent choices

The next theorem checks the reconstructed determinant $(A\setminus X)\cup Z\cup Y$. It has the holes $X$, the electrons $Y$ in $C$ and the electrons $Z$ in $B$, and it uses only orbitals from the three spaces.

```lean
/-- Emptying `X` in a filled `A` and occupying `Z` in `B` and `Y` in `C` gives a determinant
with exactly these holes and electrons. -/
theorem excite_spec (hAB : Disjoint A B) (hAC : Disjoint A C) (hBC : Disjoint B C)
    {X Y Z : Finset α} (hX : X ⊆ A) (hY : Y ⊆ C) (hZ : Z ⊆ B) :
    A \ (A \ X ∪ Z ∪ Y) = X ∧ (A \ X ∪ Z ∪ Y) ∩ C = Y ∧ (A \ X ∪ Z ∪ Y) ∩ B = Z ∧
      A \ X ∪ Z ∪ Y ⊆ A ∪ B ∪ C := by
  have d1 : ∀ x, x ∈ A → x ∉ B := fun x h => disjoint_left.mp hAB h
  have d2 : ∀ x, x ∈ A → x ∉ C := fun x h => disjoint_left.mp hAC h
  have d3 : ∀ x, x ∈ B → x ∉ C := fun x h => disjoint_left.mp hBC h
  refine ⟨?_, ?_, ?_, ?_⟩
  all_goals
    first
    | ext x
    | intro x
    have := d1 x
    have := d2 x
    have := d3 x
    have := @hX x
    have := @hY x
    have := @hZ x
    simp only [mem_sdiff, mem_union, mem_inter]
    tauto
```

Each of the four assertions is tested on a single orbital `x`. Once the disjointness and inclusion hypotheses are specialised to that orbital, only propositional logic remains, and `tauto` settles it.

The sector size follows. The hypothesis `hk` is the electron balance $a+j+k=n+i$, which fixes the natural number $k$ and excludes the sectors with a negative electron number in $B$.

```lean
/-- A sector with `i` holes in `A`, `j` electrons in `C` and hence `k` electrons in `B` has as
many determinants as there are independent choices of these holes and electrons. -/
theorem card_rasSector (hAB : Disjoint A B) (hAC : Disjoint A C) (hBC : Disjoint B C)
    {n i j k : ℕ} (hk : A.card + j + k = n + i) :
    (rasSector A B C n i j).card = A.card.choose i * C.card.choose j * B.card.choose k := by
  have hprod : ((powersetCard i A ×ˢ powersetCard j C) ×ˢ powersetCard k B).card
      = A.card.choose i * C.card.choose j * B.card.choose k := by
    simp only [card_product, card_powersetCard]
  rw [← hprod]
  -- a determinant is the same as its holes in A and its electrons in C and B
  refine card_nbij' (fun S => ((A \ S, S ∩ C), S ∩ B))
    (fun t => A \ t.1.1 ∪ t.2 ∪ t.1.2) ?_ ?_ ?_ ?_
  · intro S hS
    simp only [rasSector, mem_coe, mem_filter, mem_powersetCard] at hS
    obtain ⟨⟨hsub, hn⟩, hi, hj⟩ := hS
    have hcount := electron_count hAB hAC hBC hsub
    simp only [mem_coe, mem_product, mem_powersetCard]
    exact ⟨⟨⟨sdiff_subset, hi⟩, ⟨inter_subset_right, hj⟩⟩, ⟨inter_subset_right, by omega⟩⟩
  · rintro ⟨⟨X, Y⟩, Z⟩ ht
    simp only [mem_coe, mem_product, mem_powersetCard] at ht
    obtain ⟨⟨⟨hX, cX⟩, hY, cY⟩, hZ, cZ⟩ := ht
    obtain ⟨e1, e2, e3, e4⟩ := excite_spec hAB hAC hBC hX hY hZ
    have hcount := electron_count hAB hAC hBC e4
    rw [e1, e2, e3] at hcount
    simp only [rasSector, mem_coe, mem_filter, mem_powersetCard]
    exact ⟨⟨e4, by omega⟩, (congrArg Finset.card e1).trans cX,
      (congrArg Finset.card e2).trans cY⟩
  · intro S hS
    simp only [rasSector, mem_coe, mem_filter, mem_powersetCard] at hS
    ext x
    have hx := @hS.1.1 x
    simp only [mem_sdiff, mem_union, mem_inter] at hx ⊢
    tauto
  · rintro ⟨⟨X, Y⟩, Z⟩ ht
    simp only [mem_coe, mem_product, mem_powersetCard] at ht
    obtain ⟨e1, e2, e3, -⟩ := excite_spec hAB hAC hBC ht.1.1.1 ht.1.2.1 ht.2.1
    exact Prod.ext (Prod.ext e1 e2) e3
```

The product of binomials is first recognised as the number of triples $(X,Y,Z)$. Then `card_nbij'` takes the two maps of the hand derivation, from $S$ to its triple and back, and leaves four things to prove. The first two are that each map lands in the right set; here `electron_count` supplies the number of electrons in $B$ in one direction and the total electron number in the other. The last two are that the maps undo each other. Starting from $S$, this uses the fact that all occupied orbitals lie in the three spaces; starting from a triple, it is `excite_spec`.

## Adding the sectors

The restricted space is now divided according to the pair of numbers $(i,j)$. In Lean, `range (h + 1)` is the set $\{0,\dots,h\}$, so both limits are included in the sums.

```lean
/-- The restricted active space is counted by summing over its sectors. -/
theorem card_rasSpace_eq_sum_sectors (A B C : Finset α) (n h p : ℕ) :
    (rasSpace A B C n h p).card =
      ∑ i ∈ range (h + 1), ∑ j ∈ range (p + 1), (rasSector A B C n i j).card := by
  have hmap : ∀ S ∈ rasSpace A B C n h p,
      ((A \ S).card, (S ∩ C).card) ∈ range (h + 1) ×ˢ range (p + 1) := by
    intro S hS
    simp only [rasSpace, mem_filter] at hS
    simp only [mem_product, mem_range]
    omega
  rw [card_eq_sum_card_fiberwise (f := fun S => ((A \ S).card, (S ∩ C).card))
    (s := rasSpace A B C n h p) (t := range (h + 1) ×ˢ range (p + 1)) hmap, sum_product]
  refine sum_congr rfl fun i hi => sum_congr rfl fun j hj => ?_
  rw [mem_range] at hi hj
  apply congrArg Finset.card
  ext S
  simp only [rasSpace, rasSector, mem_filter, Prod.mk.injEq]
  constructor
  · rintro ⟨⟨h1, _⟩, h2⟩
    exact ⟨h1, h2⟩
  · rintro ⟨h1, h2, h3⟩
    exact ⟨⟨h1, by omega, by omega⟩, h2, h3⟩
```

The lemma `card_eq_sum_card_fiberwise` counts a set by the values of a function on it, here the function that sends $S$ to its number of holes in $A$ and its number of electrons in $C$. The rest of the proof identifies the determinants that share a value $(i,j)$ with the corresponding sector. No disjointness is needed for this step.

Inserting the sector sizes gives a count for every electron number.

```lean
/-- Size of a restricted active space for any electron number; sectors that would need a negative
number of electrons in `B` contribute zero. -/
theorem card_rasSpace_general (hAB : Disjoint A B) (hAC : Disjoint A C) (hBC : Disjoint B C)
    (n h p : ℕ) :
    (rasSpace A B C n h p).card = ∑ i ∈ range (h + 1), ∑ j ∈ range (p + 1),
      if A.card + j ≤ n + i then
        A.card.choose i * C.card.choose j * B.card.choose (n + i - (A.card + j)) else 0 := by
  rw [card_rasSpace_eq_sum_sectors]
  refine sum_congr rfl fun i _ => sum_congr rfl fun j _ => ?_
  split_ifs with hij
  · exact card_rasSector hAB hAC hBC (by omega)
  · -- too few electrons: the sector is empty
    rw [card_eq_zero, eq_empty_iff_forall_notMem]
    intro S hS
    simp only [rasSector, mem_filter, mem_powersetCard] at hS
    have hcount := electron_count hAB hAC hBC hS.1.1
    omega
```

The condition `A.card + j ≤ n + i` says that $k$ is not negative. When it holds, `card_rasSector` gives the term. When it fails, a determinant in the sector would contradict `electron_count`, so the sector is empty.

The formula for $N$ is the case in which the condition always holds.

```lean
/-- With at least `|A| + p` electrons, the size of the restricted active space is a sum of
products of three binomial coefficients over the holes `i` and the electrons `j` in `C`. -/
theorem card_rasSpace (hAB : Disjoint A B) (hAC : Disjoint A C) (hBC : Disjoint B C)
    {n h p : ℕ} (hn : A.card + p ≤ n) :
    (rasSpace A B C n h p).card = ∑ i ∈ range (h + 1), ∑ j ∈ range (p + 1),
      A.card.choose i * C.card.choose j * B.card.choose (n - A.card + i - j) := by
  rw [card_rasSpace_general hAB hAC hBC]
  refine sum_congr rfl fun i _ => sum_congr rfl fun j hj => ?_
  rw [mem_range] at hj
  rw [if_pos (by omega), show n + i - (A.card + j) = n - A.card + i - j by omega]
```

The hypothesis `hn` is $a+p\le n$: there are enough electrons to fill $A$ and still place $p$ electrons in $C$. Without it the expression in Lean can give a wrong count, because subtraction of natural numbers stops at zero. If $a\le n<a+p$, a negative $k$ is read as $k=0$, and an empty sector can be counted; if $n<a$, the difference $n-a$ is already replaced by zero. In the proof, `j` is at most `p`, so `omega` can both verify the condition and rewrite the lower entry of the last binomial as $n-a+i-j$.

## The three familiar counts

Setting both limits to zero leaves one term of the double sum, the complete active space.

```lean
/-- With `A` filled and no electrons in `C`, there are as many determinants as ways to distribute
the remaining `n - |A|` electrons over `B`. -/
theorem card_completeActiveSpace (hAB : Disjoint A B) (hAC : Disjoint A C)
    (hBC : Disjoint B C) {n : ℕ} (hn : A.card ≤ n) :
    (rasSpace A B C n 0 0).card = B.card.choose (n - A.card) := by
  rw [card_rasSpace hAB hAC hBC (by omega)]
  simp
```

For the unrestricted space, the proof does not use the double sum. A determinant cannot have more holes in $A$ than $A$ has orbitals, nor more electrons in $C$ than $C$ has orbitals, so the filter removes nothing and the subsets are counted directly.

```lean
/-- If all of `A` may be emptied and all of `C` filled, every distribution of the `n` electrons
over the spin orbitals is counted. -/
theorem card_fullSpace (hAB : Disjoint A B) (hAC : Disjoint A C) (hBC : Disjoint B C) (n : ℕ) :
    (rasSpace A B C n A.card C.card).card = (A.card + B.card + C.card).choose n := by
  have hall : rasSpace A B C n A.card C.card = (A ∪ B ∪ C).powersetCard n :=
    filter_true_of_mem fun S _ => ⟨card_le_card sdiff_subset, card_le_card inter_subset_right⟩
  rw [hall, card_powersetCard, card_union_of_disjoint (disjoint_union_left.mpr ⟨hAC, hBC⟩),
    card_union_of_disjoint hAB]
```

The singles-and-doubles count starts from `card_rasSpace_general`, since $n=a$ is smaller than $a+2$. The simplifier expands the nine terms of the sum. Those with $i<j$ vanish by the condition, those with $i>j$ vanish because $B$ has no orbitals to receive an electron, and the three diagonal terms remain.

```lean
/-- With `B` empty and as many electrons as orbitals in `A`, allowing up to two holes in `A` and two
electrons in `C` gives a count of one reference plus the numbers of single and double excitations.
-/
theorem card_singlesDoubles (hAC : Disjoint A C) :
    (rasSpace A ∅ C A.card 2 2).card =
      1 + A.card * C.card + A.card.choose 2 * C.card.choose 2 := by
  have h02 : Nat.choose 0 2 = 0 := rfl
  rw [card_rasSpace_general (disjoint_empty_right A) hAC (disjoint_empty_left C)]
  simp [sum_range_succ, h02]

end RestrictedActiveSpace
```

```lean
#print axioms RestrictedActiveSpace.card_rasSpace_general
-- 'RestrictedActiveSpace.card_rasSpace_general' depends on axioms: [propext, Classical.choice, Quot.sound]
#print axioms RestrictedActiveSpace.card_completeActiveSpace
-- 'RestrictedActiveSpace.card_completeActiveSpace' depends on axioms: [propext, Classical.choice, Quot.sound]
#print axioms RestrictedActiveSpace.card_fullSpace
-- 'RestrictedActiveSpace.card_fullSpace' depends on axioms: [propext, Classical.choice, Quot.sound]
#print axioms RestrictedActiveSpace.card_singlesDoubles
-- 'RestrictedActiveSpace.card_singlesDoubles' depends on axioms: [propext, Classical.choice, Quot.sound]
```
